# If every unit vector x of a k-dimensional subspace has ‖Ax − sx‖ ≤ ε, at least k eigenvalues of the Hermitian matrix A lie in [s − ε, s + ε]

Let $A$ be a Hermitian matrix, $s$ a real number and $W$ a $k$-dimensional subspace with $\|Ax-sx\|\le\varepsilon\|x\|$ for every $x\in W$. Then at least $k$ eigenvalues of $A$, counted with multiplicity, lie in $[s-\varepsilon,s+\varepsilon]$. I know the one-vector version, but I want to be sure that $k$ vectors can't all be reporting the same eigenvalue. Can this be made rigorous and machine-checked, preferably with a condition that I can compute from a block of trial vectors?

## Small residuals require components in the window

Yes. Let $b_i$, $i=0,\dots,n-1$, be an orthonormal eigenbasis with eigenvalues $\lambda_i$. Since $A$ is Hermitian, $\langle b_i,Ax-sx\rangle=(\lambda_i-s)\langle b_i,x\rangle$, so

$$\|Ax-sx\|^2=\sum_i(\lambda_i-s)^2|\langle b_i,x\rangle|^2,\qquad \|x\|^2=\sum_i|\langle b_i,x\rangle|^2 .$$

Call the set of indices with $|\lambda_i-s|\le\varepsilon$ the window. Suppose that a nonzero $x\in W$ has no component there. The residual bound forces $\varepsilon\ge0$, and every nonzero component of $x$ has $(\lambda_i-s)^2>\varepsilon^2$. At least one such component exists, so $\|Ax-sx\|^2>\varepsilon^2\|x\|^2$, a contradiction.

The linear map that sends $x\in W$ to its window components therefore has zero kernel. It is injective, and $k=\dim W$ is at most the number of window indices.

Conversely, let $\varepsilon\ge0$ and take $k$ eigenvectors from the window. In their span only terms with $(\lambda_i-s)^2\le\varepsilon^2$ survive, so the residual bound holds on a $k$-dimensional subspace.

For a computable condition, let $\varepsilon\ge0$ and let $v_0,\dots,v_{m-1}$ be orthonormal, with $r_j=Av_j-sv_j$ and $\sum_j\|r_j\|^2\le\varepsilon^2$. For $x=\sum_jc_jv_j$,

$$\|Ax-sx\|^2\le\Big(\sum_j|c_j|\|r_j\|\Big)^2\le\sum_j|c_j|^2\sum_j\|r_j\|^2\le\varepsilon^2\|x\|^2 ,$$

so the window holds at least $m$ eigenvalues.

```lean
import Mathlib

open scoped InnerProductSpace

namespace ClusterCounting

noncomputable section

variable {E : Type*} [NormedAddCommGroup E] [InnerProductSpace ℂ E] [FiniteDimensional ℂ E]
  {n : ℕ} {T : E →ₗ[ℂ] E}

/-- Every vector `x` of the subspace `W` has a residual `T x - s x` of norm at most `ε ‖x‖`. -/
def ResidualBound (T : E →ₗ[ℂ] E) (s ε : ℝ) (W : Submodule ℂ E) : Prop :=
  ∀ x ∈ W, ‖T x - (s : ℂ) • x‖ ≤ ε * ‖x‖

/-- The labels of the eigenvalues of a Hermitian operator, listed with multiplicity, that lie in
the interval `[s - ε, s + ε]`. -/
def window (hT : T.IsSymmetric) (hn : Module.finrank ℂ E = n) (s ε : ℝ) : Finset (Fin n) :=
  Finset.univ.filter fun i => s - ε ≤ hT.eigenvalues hn i ∧ hT.eigenvalues hn i ≤ s + ε

/-- The squared residual norm is the sum of the squared distances of the eigenvalues from `s`,
weighted by the squared moduli of the components of `x` along the eigenvectors. -/
theorem residual_sq (hT : T.IsSymmetric) (hn : Module.finrank ℂ E = n) (s : ℝ) (x : E) :
    ‖T x - (s : ℂ) • x‖ ^ 2 =
      ∑ i, (hT.eigenvalues hn i - s) ^ 2 * ‖⟪hT.eigenvectorBasis hn i, x⟫_ℂ‖ ^ 2 := by
  rw [← (hT.eigenvectorBasis hn).sum_sq_norm_inner_right (T x - (s : ℂ) • x)]
  refine Finset.sum_congr rfl fun i _ => ?_
  have hb : T (hT.eigenvectorBasis hn i) =
      ((hT.eigenvalues hn i : ℝ) : ℂ) • hT.eigenvectorBasis hn i :=
    hT.apply_eigenvectorBasis hn i
  -- the operator acts on each component by its eigenvalue
  have h : ⟪hT.eigenvectorBasis hn i, T x - (s : ℂ) • x⟫_ℂ =
      ((hT.eigenvalues hn i - s : ℝ) : ℂ) * ⟪hT.eigenvectorBasis hn i, x⟫_ℂ := by
    rw [inner_sub_right, inner_smul_right, ← hT (hT.eigenvectorBasis hn i) x, hb,
      inner_smul_left, Complex.conj_ofReal]
    push_cast
    ring
  rw [h, norm_mul, mul_pow, Complex.norm_real, Real.norm_eq_abs, sq_abs]

/-- A vector that satisfies the residual bound and has no component along the eigenvectors with
eigenvalue in `[s - ε, s + ε]` is zero. -/
theorem eq_zero_of_no_component (hT : T.IsSymmetric) (hn : Module.finrank ℂ E = n) {s ε : ℝ}
    {x : E} (h0 : ∀ i ∈ window hT hn s ε, ⟪hT.eigenvectorBasis hn i, x⟫_ℂ = 0)
    (hx : ‖T x - (s : ℂ) • x‖ ≤ ε * ‖x‖) : x = 0 := by
  by_contra hne
  have hpos : 0 < ‖x‖ := norm_pos_iff.mpr hne
  have hε : 0 ≤ ε := not_lt.mp fun h => by
    linarith [norm_nonneg (T x - (s : ℂ) • x), mul_neg_of_neg_of_pos h hpos]
  have hsum := (hT.eigenvectorBasis hn).sum_sq_norm_inner_right x
  -- every component that is present belongs to an eigenvalue farther than `ε` from `s`
  have hgap : ∀ i, ⟪hT.eigenvectorBasis hn i, x⟫_ℂ ≠ 0 →
      ε ^ 2 < (hT.eigenvalues hn i - s) ^ 2 := by
    intro i hi
    by_cases h1 : s - ε ≤ hT.eigenvalues hn i
    · have h2 : s + ε < hT.eigenvalues hn i := not_le.mp fun h2 =>
        hi (h0 i (Finset.mem_filter.mpr ⟨Finset.mem_univ i, h1, h2⟩))
      have h3 : 0 < hT.eigenvalues hn i - s - ε := by linarith
      have h4 : 0 < hT.eigenvalues hn i - s + ε := by linarith
      nlinarith [mul_pos h3 h4]
    · have h2 : hT.eigenvalues hn i < s - ε := not_le.mp h1
      have h3 : 0 < s - hT.eigenvalues hn i - ε := by linarith
      have h4 : 0 < s - hT.eigenvalues hn i + ε := by linarith
      nlinarith [mul_pos h3 h4]
  have hex : ∃ j, ⟪hT.eigenvectorBasis hn j, x⟫_ℂ ≠ 0 := by
    by_contra hall
    have hz : ∀ j, ⟪hT.eigenvectorBasis hn j, x⟫_ℂ = 0 := fun j =>
      not_not.mp fun hj => hall ⟨j, hj⟩
    have hzero : ∑ i, ‖⟪hT.eigenvectorBasis hn i, x⟫_ℂ‖ ^ 2 = 0 :=
      Finset.sum_eq_zero fun i _ => by rw [hz i]; norm_num
    have := pow_pos hpos 2
    linarith
  -- hence the residual is too large
  have hlt : ε ^ 2 * ‖x‖ ^ 2 < ‖T x - (s : ℂ) • x‖ ^ 2 := by
    rw [residual_sq hT hn, ← hsum, Finset.mul_sum]
    apply Finset.sum_lt_sum
    · intro i _
      by_cases hi : ⟪hT.eigenvectorBasis hn i, x⟫_ℂ = 0
      · rw [hi]; norm_num
      · exact mul_le_mul_of_nonneg_right (hgap i hi).le (sq_nonneg _)
    · obtain ⟨j, hj⟩ := hex
      exact ⟨j, Finset.mem_univ j,
        mul_lt_mul_of_pos_right (hgap j hj) (pow_pos (norm_pos_iff.mpr hj) 2)⟩
  have hle := pow_le_pow_left₀ (norm_nonneg _) hx 2
  rw [mul_pow] at hle
  linarith

/-- Cluster counting: if all vectors of a subspace `W` satisfy `‖T x - s x‖ ≤ ε ‖x‖`, then at
least `dim W` eigenvalues of `T`, counted with multiplicity, lie in `[s - ε, s + ε]`. -/
theorem cluster_count (hT : T.IsSymmetric) (hn : Module.finrank ℂ E = n) {s ε : ℝ}
    {W : Submodule ℂ E} (hW : ResidualBound T s ε W) :
    Module.finrank ℂ W ≤ (window hT hn s ε).card := by
  -- send a vector of `W` to its components inside the window
  let f : W →ₗ[ℂ] (window hT hn s ε → ℂ) :=
    LinearMap.pi fun i => (innerₛₗ ℂ (hT.eigenvectorBasis hn i.1)) ∘ₗ W.subtype
  have hf : Function.Injective f := by
    rw [← LinearMap.ker_eq_bot, LinearMap.ker_eq_bot']
    intro x hx
    apply Subtype.ext
    exact eq_zero_of_no_component hT hn (fun i hi => congrFun hx ⟨i, hi⟩) (hW x.1 x.2)
  have h := LinearMap.finrank_le_finrank_of_injective hf
  rwa [Module.finrank_fintype_fun_eq_card, Fintype.card_coe] at h

/-- For `0 ≤ ε`, the span of any set of vectors of the chosen eigenbasis with eigenvalues in `[s -
ε, s + ε]` satisfies the residual bound. -/
theorem residualBound_span (hT : T.IsSymmetric) (hn : Module.finrank ℂ E = n) {s ε : ℝ}
    (hε : 0 ≤ ε) {t : Finset (Fin n)} (ht : t ⊆ window hT hn s ε) :
    ResidualBound T s ε
      (Submodule.span ℂ (Set.range fun i : t => hT.eigenvectorBasis hn i.1)) := by
  intro x hx
  -- components along the other eigenvectors vanish
  have hout : ∀ i, i ∉ t → ⟪hT.eigenvectorBasis hn i, x⟫_ℂ = 0 := by
    intro i hi
    have hle : Submodule.span ℂ (Set.range fun j : t => hT.eigenvectorBasis hn j.1) ≤
        LinearMap.ker (innerₛₗ ℂ (hT.eigenvectorBasis hn i)) := by
      rw [Submodule.span_le]
      rintro _ ⟨j, rfl⟩
      have hij : i ≠ j.1 := fun h => hi (h ▸ j.2)
      exact LinearMap.mem_ker.mpr ((hT.eigenvectorBasis hn).orthonormal.2 hij)
    exact LinearMap.mem_ker.mp (hle hx)
  rw [← pow_le_pow_iff_left₀ (norm_nonneg _) (mul_nonneg hε (norm_nonneg _)) two_ne_zero,
    mul_pow, residual_sq hT hn, ← (hT.eigenvectorBasis hn).sum_sq_norm_inner_right x,
    Finset.mul_sum]
  refine Finset.sum_le_sum fun i _ => ?_
  by_cases hi : i ∈ t
  · obtain ⟨h1, h2⟩ := (Finset.mem_filter.mp (ht hi)).2
    exact mul_le_mul_of_nonneg_right (sq_le_sq' (by linarith) (by linarith)) (sq_nonneg _)
  · rw [hout i hi]; norm_num

/-- For `0 ≤ ε`, a `k`-dimensional subspace with residual bound `ε` around `s` exists exactly when
at least `k` eigenvalues, counted with multiplicity, lie in `[s - ε, s + ε]`. -/
theorem exists_residualBound_iff (hT : T.IsSymmetric) (hn : Module.finrank ℂ E = n) {s ε : ℝ}
    (hε : 0 ≤ ε) (k : ℕ) :
    (∃ W : Submodule ℂ E, Module.finrank ℂ W = k ∧ ResidualBound T s ε W) ↔
      k ≤ (window hT hn s ε).card := by
  constructor
  · rintro ⟨W, rfl, hW⟩
    exact cluster_count hT hn hW
  · intro hk
    obtain ⟨t, ht, hcard⟩ := Finset.exists_subset_card_eq hk
    refine ⟨_, ?_, residualBound_span hT hn hε ht⟩
    have hli : LinearIndependent ℂ fun i : t => hT.eigenvectorBasis hn i.1 :=
      (hT.eigenvectorBasis hn).orthonormal.linearIndependent.comp _ Subtype.val_injective
    rw [finrank_span_eq_card hli, Fintype.card_coe, hcard]

/-- Let `0 ≤ ε`. If the squared residual norms of `m` orthonormal trial vectors sum to at most `ε ^
2`, then at least `m` eigenvalues, counted with multiplicity, lie in `[s - ε, s + ε]`. -/
theorem cluster_count_of_block (hT : T.IsSymmetric) (hn : Module.finrank ℂ E = n) {s ε : ℝ}
    (hε : 0 ≤ ε) {m : ℕ} {v : Fin m → E} (hv : Orthonormal ℂ v)
    (hres : ∑ j, ‖T (v j) - (s : ℂ) • v j‖ ^ 2 ≤ ε ^ 2) :
    m ≤ (window hT hn s ε).card := by
  have hW : ResidualBound T s ε (Submodule.span ℂ (Set.range v)) := by
    intro x hx
    obtain ⟨c, rfl⟩ := (Submodule.mem_span_range_iff_exists_fun ℂ).mp hx
    -- Bessel's inequality controls the coefficients
    have hc : ∑ j, ‖c j‖ ^ 2 ≤ ‖∑ j, c j • v j‖ ^ 2 := by
      have h := hv.sum_inner_products_le (∑ j, c j • v j) (s := Finset.univ)
      simpa only [hv.inner_right_fintype] using h
    have hlin : T (∑ j, c j • v j) - (s : ℂ) • ∑ j, c j • v j =
        ∑ j, c j • (T (v j) - (s : ℂ) • v j) := by
      rw [map_sum, Finset.smul_sum, ← Finset.sum_sub_distrib]
      refine Finset.sum_congr rfl fun j _ => ?_
      rw [map_smul, smul_sub, smul_comm (s : ℂ) (c j)]
    have htri : ‖∑ j, c j • (T (v j) - (s : ℂ) • v j)‖ ≤
        ∑ j, ‖c j‖ * ‖T (v j) - (s : ℂ) • v j‖ :=
      (norm_sum_le _ _).trans (Finset.sum_le_sum fun j _ => (norm_smul _ _).le)
    rw [hlin, ← pow_le_pow_iff_left₀ (norm_nonneg _) (mul_nonneg hε (norm_nonneg _)) two_ne_zero]
    -- Cauchy-Schwarz over the columns of the block
    calc ‖∑ j, c j • (T (v j) - (s : ℂ) • v j)‖ ^ 2
        ≤ (∑ j, ‖c j‖ * ‖T (v j) - (s : ℂ) • v j‖) ^ 2 :=
          pow_le_pow_left₀ (norm_nonneg _) htri 2
      _ ≤ (∑ j, ‖c j‖ ^ 2) * ∑ j, ‖T (v j) - (s : ℂ) • v j‖ ^ 2 :=
          Finset.sum_mul_sq_le_sq_mul_sq _ _ _
      _ ≤ ‖∑ j, c j • v j‖ ^ 2 * ε ^ 2 :=
          mul_le_mul hc hres (Finset.sum_nonneg fun j _ => sq_nonneg _) (sq_nonneg _)
      _ = (ε * ‖∑ j, c j • v j‖) ^ 2 := by ring
  have h := cluster_count hT hn hW
  rwa [finrank_span_eq_card hv.linearIndependent, Fintype.card_fin] at h

end

end ClusterCounting
```

```lean
#print axioms ClusterCounting.exists_residualBound_iff
-- 'ClusterCounting.exists_residualBound_iff' depends on axioms: [propext, Classical.choice, Quot.sound]
#print axioms ClusterCounting.cluster_count_of_block
-- 'ClusterCounting.cluster_count_of_block' depends on axioms: [propext, Classical.choice, Quot.sound]
```

## How the Lean statements describe the matrix problem

`E` is a finite-dimensional complex inner product space of dimension `n`, and the linear map `T` plays the role of $A$. `hT : T.IsSymmetric` says that it is Hermitian. `hT.eigenvalues hn` lists the eigenvalues by `Fin n`, repeating degenerate ones. `window` collects indices and not values, so its `card` counts multiplicity.

`ResidualBound T s ε W` is the condition on every vector of `W`. From it, `cluster_count` concludes that `Module.finrank ℂ W` is at most the size of the window. `exists_residualBound_iff` adds the converse for `0 ≤ ε`, and `cluster_count_of_block` is the version for trial vectors. Orthonormality and the residual norms are exact here; rounding errors and infinite-dimensional operators are not covered.

## From the eigenbasis expansion to the count

- `residual_sq` proves the expansion by moving `T` across the inner product.
- `eq_zero_of_no_component` is the contradiction argument: `hgap` gives the strict inequality for each component present, `hex` finds one, and `Finset.sum_lt_sum` makes the whole sum strict.
- `cluster_count` builds the component map `f`, shows that its kernel is zero and compares dimensions.
- `residualBound_span` shows that components outside the chosen eigenvectors vanish, then compares the sums term by term. `exists_residualBound_iff` selects `k` indices and uses linear independence to get the dimension.
- `cluster_count_of_block` follows the displayed chain in its `calc` block, with Bessel's inequality bounding the coefficients, and then applies `cluster_count`.

## Two ways to lose the count

Without Hermiticity, take $A=\begin{pmatrix}0&1\\0&0\end{pmatrix}$, $s=\tfrac12$ and $x=(1,\tfrac12)$. The residual has norm $\tfrac14\le\tfrac14\|x\|$, yet the only eigenvalue, $0$, lies outside $[\tfrac14,\tfrac34]$.

Bounding each basis vector separately is also too weak. For $A=\mathrm{diag}(0,1)$ and $s=0$, the vectors $(1,\pm1)/\sqrt2$ both have residual norm $1/\sqrt2$, but $[-1/\sqrt2,1/\sqrt2]$ contains one eigenvalue, not two. The summed condition requires $\varepsilon\ge1$, which includes both.

## Checking a block in an eigensolver

With orthonormal trial vectors as the columns of `X`, form `R = A @ X - s * X` with one common shift `s`. Its Frobenius norm, `np.linalg.norm(R)` in NumPy, serves as $\varepsilon$. For a Hamiltonian matrix in a finite orthonormal basis, this certifies, up to rounding error, that $[s-\varepsilon,s+\varepsilon]$ contains at least as many energy eigenvalues of that matrix, counted with multiplicity, as `X` has columns. It gives no upper limit on their number.
